# Convergence of the RPA amplitude iteration for diagonal $A$ and coupling norm below the lowest pair energy

In the random-phase approximation (RPA), $A$ acts on particle-hole excitations and $B$ couples them to de-excitations. The excitation energies are eigenvalues of

$$\begin{pmatrix}A&B\\-B&-A\end{pmatrix}.$$

An amplitude matrix $T$ that brings this matrix to block triangular form solves a quadratic equation, also met as the ring coupled-cluster doubles equation. Here it is solved by iteration for finitely many pairs and diagonal $A=D$, with energies $D_i\ge d$. The number $b$ bounds the Frobenius norm of $B$ (the root of the sum of its squared elements), and $0<b<d$ says that the coupling is weaker than the gap.

In Lean 4 with Mathlib:

```lean
import Mathlib

open Matrix Filter Topology
open scoped Matrix.Norms.Frobenius

namespace RPAAmplitudeIteration

noncomputable section

variable {n : Type*} [Fintype n] [DecidableEq n]
```

The finite type `n` labels particle-hole pairs, and `Matrix n n ℝ` is a real square matrix over them. The opened norm is the Frobenius norm, $\|M\|^2=\sum_{ij}M_{ij}^2$.

## The equation, the update and two radii

```lean
/-- The residual `B + AT + TA + TBT` of the RPA amplitude (Riccati) equation. -/
def riccati (A B T : Matrix n n ℝ) : Matrix n n ℝ :=
  B + A * T + T * A + T * B * T
```

This is the left-hand side of $B+AT+TA+TBT=0$, for any real $A$.

```lean
/-- The amplitude update `T_ij → -(B + TBT)_ij / (D_i + D_j)`, for energies with
all sums `D_i + D_j` nonzero. -/
def update (D : n → ℝ) (B T : Matrix n n ℝ) : Matrix n n ℝ :=
  Matrix.of fun i j => -(B + T * B * T) i j / (D i + D j)
```

Here `D` is the list of energies $D_i$; the matrix is `diagonal D`. Write $F(T)$ for `update D B T`, so that $F(T)_{ij}=-(B+TBT)_{ij}/(D_i+D_j)$.

```lean
/-- The smaller root of `b x² - 2 d x + b = 0`, for `0 < b ≤ d`. -/
def smallRoot (d b : ℝ) : ℝ := (d - √(d ^ 2 - b ^ 2)) / b
```

With $s=\sqrt{d^2-b^2}$, this is $r=(d-s)/b$, the radius within which the iteration will stay.

```lean
/-- The larger root of `b x² - 2 d x + b = 0`, for `0 < b ≤ d`. -/
def largeRoot (d b : ℝ) : ℝ := (d + √(d ^ 2 - b ^ 2)) / b
```

This is $(d+s)/b$, which will limit the region of uniqueness.

## What a solution does to the RPA matrix

```lean
/-- The amplitudes `T` solve the Riccati equation exactly when the transformation
with lower left block `T` brings the RPA matrix to block upper triangular form,
with diagonal blocks `A + BT` and `-(A + TB)`. -/
theorem riccati_iff_block_triangular (A B T : Matrix n n ℝ) :
    riccati A B T = 0 ↔
      fromBlocks A B (-B) (-A) * fromBlocks 1 0 T 1 =
        fromBlocks 1 0 T 1 * fromBlocks (A + B * T) B 0 (-(A + T * B)) := by
  rw [fromBlocks_multiply, fromBlocks_multiply, fromBlocks_inj]
  unfold riccati
  constructor
  · intro h
    refine ⟨by noncomm_ring, by noncomm_ring, ?_, by noncomm_ring⟩
    linear_combination (norm := noncomm_ring) -h
  · rintro ⟨-, -, h, -⟩
    linear_combination (norm := noncomm_ring) -h
```

The sign `↔` means "if and only if". Multiply out both sides of the block equation. Three blocks agree for every $T$, and the lower left one requires $-B-AT=T(A+BT)$, which is the Riccati equation. The eigenvalues of $A+BT$ are then eigenvalues of the RPA matrix. In the proof, `noncomm_ring` does the algebra without commuting matrices.

## Energy denominators and fixed points

```lean
/-- If `(D_i + D_j) Y_ij = -X_ij` and all energies are at least `d > 0`, then the
Frobenius norm of `Y` is at most that of `X` divided by `2d`. -/
theorem norm_denominator {D : n → ℝ} {d : ℝ} (hd : 0 < d) (hD : ∀ i, d ≤ D i)
    {X Y : Matrix n n ℝ} (h : ∀ i j, (D i + D j) * Y i j = -X i j) :
    2 * d * ‖Y‖ ≤ ‖X‖ := by
  have hsq : ∀ M : Matrix n n ℝ, ‖M‖ ^ 2 = ∑ i, ∑ j, M i j ^ 2 := by
    intro M
    rw [Matrix.frobenius_norm_def, ← Real.sqrt_eq_rpow, Real.sq_sqrt (by positivity)]
    simp [Real.norm_eq_abs, sq_abs]
  refine (le_abs_self _).trans (abs_le_of_sq_le_sq ?_ (norm_nonneg X))
  rw [mul_pow, hsq, hsq, Finset.mul_sum]
  refine Finset.sum_le_sum fun i _ => ?_
  rw [Finset.mul_sum]
  refine Finset.sum_le_sum fun j _ => ?_
  have e : X i j ^ 2 = (D i + D j) ^ 2 * Y i j ^ 2 := by
    rw [← mul_pow, h, neg_sq]
  rw [e]
  exact mul_le_mul_of_nonneg_right
    (pow_le_pow_left₀ (by linarith) (by linarith [hD i, hD j]) 2) (sq_nonneg _)
```

Since $D_i+D_j\ge 2d$,

$$4d^2\|Y\|^2\le\sum_{ij}(D_i+D_j)^2Y_{ij}^2=\|X\|^2 .$$

The proof makes this comparison entry by entry and then takes the root.

```lean
omit [DecidableEq n] in
private lemma update_mul {D : n → ℝ} (hD : ∀ i, 0 < D i) (B T : Matrix n n ℝ) (i j : n) :
    (D i + D j) * update D B T i j = -(B + T * B * T) i j := by
  have hne : D i + D j ≠ 0 := (add_pos (hD i) (hD j)).ne'
  exact mul_div_cancel₀ _ hne
```

For positive energies the denominator can be multiplied away: $(D_i+D_j)F(T)_{ij}=-(B+TBT)_{ij}$.

```lean
/-- For positive energies, the fixed points of the update are exactly the solutions
of the Riccati equation. -/
theorem update_eq_self_iff {D : n → ℝ} (hD : ∀ i, 0 < D i) (B T : Matrix n n ℝ) :
    update D B T = T ↔ riccati (diagonal D) B T = 0 := by
  constructor
  · intro h
    ext i j
    have u := update_mul hD B T i j
    rw [h] at u
    simp only [riccati, Matrix.add_apply, diagonal_mul, mul_diagonal, Matrix.zero_apply] at u ⊢
    linear_combination u
  · intro h
    ext i j
    have u := update_mul hD B T i j
    have e := congrArg (fun M : Matrix n n ℝ => M i j) h
    simp only [riccati, Matrix.add_apply, diagonal_mul, mul_diagonal, Matrix.zero_apply] at u e
    exact mul_left_cancel₀ (add_pos (hD i) (hD j)).ne' (by linear_combination u - e)
```

Because $(DT+TD)_{ij}=(D_i+D_j)T_{ij}$, the condition $F(T)=T$ is the Riccati equation written entry by entry. Each direction is closed by `linear_combination`, which checks that the goal follows by adding multiples of known equations.

## How far apart two updates can be

```lean
/-- For energies at least `d > 0` and coupling norm at most `b`, the update changes
distances by at most the factor `b (‖T‖ + ‖S‖) / (2d)`. -/
theorem update_lipschitz {D : n → ℝ} {d b : ℝ} (hd : 0 < d) (hD : ∀ i, d ≤ D i)
    {B : Matrix n n ℝ} (hB : ‖B‖ ≤ b) (T S : Matrix n n ℝ) :
    2 * d * ‖update D B T - update D B S‖ ≤ b * (‖T‖ + ‖S‖) * ‖T - S‖ := by
  have hp : ∀ i, 0 < D i := fun i => hd.trans_le (hD i)
  have h1 : 2 * d * ‖update D B T - update D B S‖ ≤ ‖T * B * T - S * B * S‖ := by
    refine norm_denominator hd hD fun i j => ?_
    have u := update_mul hp B T i j
    have v := update_mul hp B S i j
    simp only [Matrix.add_apply, Matrix.sub_apply] at u v ⊢
    linear_combination u - v
  -- split the difference of the quadratic terms
  have h2 : T * B * T - S * B * S = T * B * (T - S) + (T - S) * B * S := by
    noncomm_ring
  have h3 : ∀ X Y : Matrix n n ℝ, ‖X * B * Y‖ ≤ ‖X‖ * b * ‖Y‖ := fun X Y =>
    calc ‖X * B * Y‖ ≤ ‖X * B‖ * ‖Y‖ := Matrix.frobenius_norm_mul _ _
      _ ≤ ‖X‖ * ‖B‖ * ‖Y‖ := by gcongr; exact Matrix.frobenius_norm_mul _ _
      _ ≤ ‖X‖ * b * ‖Y‖ := by gcongr
  rw [h2] at h1
  linarith [norm_add_le (T * B * (T - S)) ((T - S) * B * S), h3 T (T - S), h3 (T - S) S]
```

In $F(T)-F(S)$ the constant term $B$ cancels. The rest splits as

$$TBT-SBS=TB(T-S)+(T-S)BS .$$

The Frobenius norm satisfies $\|XY\|\le\|X\|\|Y\|$, so the right side has norm at most $b(\|T\|+\|S\|)\|T-S\|$. The denominator bound supplies the factor $2d$ on the left. In the proof, `h1` is the denominator bound, `h2` the splitting and `h3` the product estimate.

```lean
/-- In a finite-dimensional space, a map that keeps the ball of radius `r` and contracts it by a
factor `q < 1` has a fixed point there, to which the iteration from zero converges with error at
most `q ^ k * r` after `k` steps. -/
theorem ball_iteration {E : Type*} [NormedAddCommGroup E] [NormedSpace ℝ E]
    [FiniteDimensional ℝ E] {f : E → E} {r q : ℝ} (hr : 0 ≤ r) (hq0 : 0 ≤ q) (hq1 : q < 1)
    (hball : ∀ x, ‖x‖ ≤ r → ‖f x‖ ≤ r)
    (hlip : ∀ x y, ‖x‖ ≤ r → ‖y‖ ≤ r → ‖f x - f y‖ ≤ q * ‖x - y‖) :
    ∃ L, f L = L ∧ ‖L‖ ≤ r ∧ Tendsto (fun k => f^[k] 0) atTop (𝓝 L) ∧
      ∀ k, ‖f^[k] 0 - L‖ ≤ q ^ k * r := by
  have : CompleteSpace E := FiniteDimensional.complete ℝ E
  have hmem : ∀ k, ‖f^[k] 0‖ ≤ r := by
    intro k
    induction k with
    | zero => simpa using hr
    | succ k ih => rw [Function.iterate_succ_apply']; exact hball _ ih
  -- successive steps shrink geometrically
  have hstep : ∀ k, ‖f^[k] 0 - f^[k + 1] 0‖ ≤ r * q ^ k := by
    intro k
    induction k with
    | zero => simpa using hmem 1
    | succ k ih =>
      rw [Function.iterate_succ_apply' f k, Function.iterate_succ_apply' f (k + 1)]
      calc _ ≤ q * ‖f^[k] 0 - f^[k + 1] 0‖ := hlip _ _ (hmem k) (hmem (k + 1))
        _ ≤ q * (r * q ^ k) := mul_le_mul_of_nonneg_left ih hq0
        _ = r * q ^ (k + 1) := by ring
  have hc : CauchySeq (fun k : ℕ => f^[k] (0 : E)) :=
    cauchySeq_of_le_geometric q r hq1 fun k => by rw [dist_eq_norm]; exact hstep k
  obtain ⟨L, hL⟩ := cauchySeq_tendsto_of_complete hc
  have hLr : ‖L‖ ≤ r := le_of_tendsto' hL.norm hmem
  have h0 := (tendsto_iff_norm_sub_tendsto_zero.1 hL).const_mul q
  rw [mul_zero] at h0
  have h1 : Tendsto (fun k => f^[k + 1] 0) atTop (𝓝 (f L)) :=
    tendsto_iff_norm_sub_tendsto_zero.2 (squeeze_zero (fun _ => norm_nonneg _)
      (fun k => by rw [Function.iterate_succ_apply']; exact hlip _ _ (hmem k) hLr) h0)
  have hfix : f L = L := tendsto_nhds_unique h1 (hL.comp (tendsto_add_atTop_nat 1))
  refine ⟨L, hfix, hLr, hL, fun k => ?_⟩
  induction k with
  | zero => simpa using hLr
  | succ k ih =>
    have h := hlip _ _ (hmem k) hLr
    rw [hfix] at h
    rw [Function.iterate_succ_apply']
    calc _ ≤ q * ‖f^[k] 0 - L‖ := h
      _ ≤ q * (q ^ k * r) := mul_le_mul_of_nonneg_left ih hq0
      _ = q ^ (k + 1) * r := by ring
```

This is the contraction argument for a general map $f$. The notation `f^[k] 0` means $f$ applied $k$ times to zero; call it $x_k$. All $x_k$ stay in the ball of radius $r$ (`hmem`), and successive steps obey $\|x_k-x_{k+1}\|\le rq^k$ (`hstep`). The sequence is therefore Cauchy and has a limit $L$ with $\|L\|\le r$. Since $\|f(x_k)-f(L)\|\le q\|x_k-L\|\to0$, also $f(L)=L$. The initial error is $\|L\|\le r$, and each step multiplies the error bound by $q$.

## The convergence theorem

```lean
/-- For energies at least `d` and coupling of Frobenius norm at most `b`, `0 < b < d`, the iteration
from `T = 0` converges to a solution of the Riccati equation with norm at most
`(d - √(d² - b²)) / b`, and the error after `k` steps is at most `(1 - √(d² - b²) / d) ^ k` times
this bound. -/
theorem amplitude_iteration_converges {D : n → ℝ} {d b : ℝ} (hb : 0 < b) (hbd : b < d)
    (hD : ∀ i, d ≤ D i) {B : Matrix n n ℝ} (hB : ‖B‖ ≤ b) :
    ∃ T, riccati (diagonal D) B T = 0 ∧ ‖T‖ ≤ smallRoot d b ∧
      Tendsto (fun k => (update D B)^[k] 0) atTop (𝓝 T) ∧
      ∀ k, ‖(update D B)^[k] 0 - T‖ ≤ (1 - √(d ^ 2 - b ^ 2) / d) ^ k * smallRoot d b := by
  have hd : 0 < d := hb.trans hbd
  have hp : ∀ i, 0 < D i := fun i => hd.trans_le (hD i)
  have hs0 : 0 < √(d ^ 2 - b ^ 2) := Real.sqrt_pos.2 (by nlinarith)
  have hsd : √(d ^ 2 - b ^ 2) < d := (Real.sqrt_lt' hd).2 (by nlinarith)
  have hs : √(d ^ 2 - b ^ 2) ^ 2 = d ^ 2 - b ^ 2 := Real.sq_sqrt (by nlinarith)
  have hbr : b * smallRoot d b = d - √(d ^ 2 - b ^ 2) := mul_div_cancel₀ _ hb.ne'
  have hr : 0 < smallRoot d b := div_pos (by linarith) hb
  set s := √(d ^ 2 - b ^ 2)
  set r := smallRoot d b
  -- the radius solves the scalar majorant equation
  have hroot : b * (1 + r ^ 2) = 2 * d * r := by
    apply mul_left_cancel₀ hb.ne'
    linear_combination (b * r + d - s - 2 * d) * hbr + hs
  have hq : d * (1 - s / d) = d - s := by field_simp
  have hq0 : 0 ≤ 1 - s / d := by
    have := (div_lt_one hd).2 hsd
    linarith
  have hq1 : 1 - s / d < 1 := by
    have := div_pos hs0 hd
    linarith
  obtain ⟨T, hT, hrest⟩ := ball_iteration (f := update D B) hr.le hq0 hq1
    (fun T hT => by
      have h1 : 2 * d * ‖update D B T‖ ≤ ‖B + T * B * T‖ :=
        norm_denominator hd hD (update_mul hp B T)
      have h2 : ‖T * B * T‖ ≤ r * b * r :=
        calc ‖T * B * T‖ ≤ ‖T * B‖ * ‖T‖ := Matrix.frobenius_norm_mul _ _
          _ ≤ ‖T‖ * ‖B‖ * ‖T‖ := by gcongr; exact Matrix.frobenius_norm_mul _ _
          _ ≤ r * b * r := by gcongr
      refine le_of_mul_le_mul_left ?_ (by linarith : 0 < 2 * d)
      linarith [norm_add_le B (T * B * T)])
    (fun T S hT hS => by
      refine le_of_mul_le_mul_left ?_ (by linarith : 0 < 2 * d)
      calc _ ≤ b * (‖T‖ + ‖S‖) * ‖T - S‖ := update_lipschitz hd hD hB T S
        _ ≤ b * (r + r) * ‖T - S‖ := by gcongr
        _ = 2 * d * ((1 - s / d) * ‖T - S‖) := by
          linear_combination 2 * ‖T - S‖ * hbr - 2 * ‖T - S‖ * hq)
  exact ⟨T, (update_eq_self_iff hp B T).1 hT, hrest⟩
```

The statement reads: there is a $T$ that solves the equation, has $\|T\|\le r$, is the limit of the iteration from zero, and satisfies

$$\|F^k(0)-T\|\le\left(1-\frac{s}{d}\right)^k r .$$

`Tendsto … atTop (𝓝 T)` expresses the limit $k\to\infty$. Symmetry of $B$ is not assumed.

By hand, start from $br=d-s$. Squaring gives $b^2r^2=2d(d-s)-b^2=2dbr-b^2$, hence

$$b(1+r^2)=2dr ,$$

which is `hroot`. If $\|T\|\le r$, then

$$2d\|F(T)\|\le\|B\|+\|TBT\|\le b+br^2=2dr ,$$

so $F$ keeps the ball. For $T$ and $S$ in the ball,

$$2d\|F(T)-F(S)\|\le 2br\|T-S\| ,$$

so $F$ contracts by $q=br/d=1-s/d$, which lies between 0 and 1. These two estimates are the function arguments handed to `ball_iteration`.

In a molecule $A$ generally also has off-diagonal elements. For symmetric $A$ the theorem can be applied after an orthogonal rotation to the eigenbasis of $A$, which leaves $\|B\|$ unchanged. One can also iterate without this rotation, keeping the off-diagonal part of $A$ in the numerator of the update; the theorem does not cover that iteration. The condition is also demanding for large systems: for $N$ identical non-interacting copies, $\|B\|$ grows as $\sqrt N$ while the gap stays fixed.

## Uniqueness and symmetry

```lean
/-- For energies at least `d > 0` and coupling norm at most `b`, two solutions whose norms
satisfy `b (‖T‖ + ‖S‖) < 2d` coincide. -/
theorem solution_unique {D : n → ℝ} {d b : ℝ} (hd : 0 < d) (hD : ∀ i, d ≤ D i)
    {B T S : Matrix n n ℝ} (hB : ‖B‖ ≤ b) (hT : riccati (diagonal D) B T = 0)
    (hS : riccati (diagonal D) B S = 0) (h : b * (‖T‖ + ‖S‖) < 2 * d) : T = S := by
  have hp : ∀ i, 0 < D i := fun i => hd.trans_le (hD i)
  have hl := update_lipschitz hd hD hB T S
  rw [(update_eq_self_iff hp B T).2 hT, (update_eq_self_iff hp B S).2 hS] at hl
  by_contra hne
  have hpos : 0 < ‖T - S‖ := norm_pos_iff.2 (sub_ne_zero.2 hne)
  exact absurd hl (not_le_of_gt (mul_lt_mul_of_pos_right h hpos))
```

Two solutions are fixed points, so $2d\|T-S\|\le b(\|T\|+\|S\|)\|T-S\|$. If $T\ne S$, dividing by $\|T-S\|$ contradicts the hypothesis.

```lean
/-- For energies at least `d`, coupling norm at most `b` and `0 < b < d`, a solution with
norm at most the smaller root is the only one with norm below the larger root. -/
theorem unique_below_largeRoot {D : n → ℝ} {d b : ℝ} (hb : 0 < b) (hbd : b < d)
    (hD : ∀ i, d ≤ D i) {B T S : Matrix n n ℝ} (hB : ‖B‖ ≤ b)
    (hT : riccati (diagonal D) B T = 0) (hTr : ‖T‖ ≤ smallRoot d b)
    (hS : riccati (diagonal D) B S = 0) (hSr : ‖S‖ < largeRoot d b) : S = T := by
  have h1 := (le_div_iff₀ hb).1 hTr
  have h2 := (lt_div_iff₀ hb).1 hSr
  exact (solution_unique (hb.trans hbd) hD hB hT hS (by linarith)).symm
```

Here $b\|T\|\le d-s$ and $b\|S\|<d+s$. The sum is below $2d$, and the previous theorem applies. The limit of the iteration is thus the only solution with norm below the larger root.

```lean
/-- For energies at least `d > 0` and a symmetric coupling of norm at most `b`, every
solution with `b ‖T‖ < d` is symmetric. -/
theorem solution_symmetric {D : n → ℝ} {d b : ℝ} (hd : 0 < d) (hD : ∀ i, d ≤ D i)
    {B T : Matrix n n ℝ} (hB : ‖B‖ ≤ b) (hsymm : B.IsSymm)
    (hT : riccati (diagonal D) B T = 0) (h : b * ‖T‖ < d) : T.IsSymm := by
  -- the transposed amplitudes solve the same equation
  have hT' : riccati (diagonal D) B Tᵀ = 0 := by
    have e := congrArg Matrix.transpose hT
    simp only [riccati, transpose_add, transpose_mul, diagonal_transpose, hsymm.eq,
      transpose_zero] at e ⊢
    linear_combination (norm := noncomm_ring) e
  refine solution_unique hd hD hB hT' hT ?_
  rw [Matrix.frobenius_norm_transpose]
  linarith
```

`B.IsSymm` means $B^{\mathsf T}=B$. Transposing the equation then shows that $T^{\mathsf T}$ is also a solution, with the same norm, and uniqueness gives $T^{\mathsf T}=T$. The limit found above qualifies, because $br=d-s<d$.

## One particle-hole pair

```lean
/-- With a single amplitude, energy `d` and coupling `-b`, `0 < b < d`, the solutions of the
Riccati equation are exactly the smaller and the larger root. -/
theorem single_amplitude_solutions {d b : ℝ} (hb : 0 < b) (hbd : b < d) (x : ℝ) :
    riccati (diagonal fun _ : Fin 1 => d) !![-b] !![x] = 0 ↔
      x = smallRoot d b ∨ x = largeRoot d b := by
  have hs : √(d ^ 2 - b ^ 2) ^ 2 = d ^ 2 - b ^ 2 := Real.sq_sqrt (by nlinarith)
  have e : riccati (diagonal fun _ : Fin 1 => d) !![-b] !![x] =
      !![-b + d * x + x * d + x * (-b) * x] := by
    ext i j
    fin_cases i
    fin_cases j
    simp [riccati, Matrix.mul_apply]
  rw [e, smallRoot, largeRoot, eq_div_iff hb.ne', eq_div_iff hb.ne']
  constructor
  · intro h
    have h0 : -b + d * x + x * d + x * (-b) * x = 0 := congrFun (congrFun h 0) 0
    have h1 : (x * b - (d - √(d ^ 2 - b ^ 2))) * (x * b - (d + √(d ^ 2 - b ^ 2))) = 0 := by
      linear_combination -b * h0 - hs
    exact (mul_eq_zero.1 h1).imp sub_eq_zero.1 sub_eq_zero.1
  · intro h
    have h1 : (x * b - (d - √(d ^ 2 - b ^ 2))) * (x * b - (d + √(d ^ 2 - b ^ 2))) = 0 :=
      mul_eq_zero.2 (h.imp sub_eq_zero.2 sub_eq_zero.2)
    have h0 : -b + d * x + x * d + x * (-b) * x = 0 := by
      apply mul_left_cancel₀ hb.ne'
      linear_combination -h1 - hs
    rw [h0]
    ext i j
    fin_cases i
    fin_cases j
    rfl

end

end RPAAmplitudeIteration
```

`Fin 1` is an index set with one element, and `!![x]` is a $1\times1$ matrix. The coupling is $-b$, which makes the roots positive. The equation $-b+2dx-bx^2=0$, multiplied by $-b$, becomes

$$(bx-d)^2-s^2=0 ,$$

so $x=(d\mp s)/b$. The proof uses the factored form of this equation.

The smaller root attains the norm bound of the convergence theorem, and the larger one shows that uniqueness can fail at the larger radius itself. At the smaller root, $A+BT=d-bx=s$, the positive RPA energy. As $b\to d$, this energy goes to zero, the two roots merge at $x=1$, and the guaranteed error factor $1-s/d$ tends to 1.

```lean
#print axioms RPAAmplitudeIteration.amplitude_iteration_converges
-- 'RPAAmplitudeIteration.amplitude_iteration_converges' depends on axioms: [propext, Classical.choice, Quot.sound]
#print axioms RPAAmplitudeIteration.unique_below_largeRoot
-- 'RPAAmplitudeIteration.unique_below_largeRoot' depends on axioms: [propext, Classical.choice, Quot.sound]
#print axioms RPAAmplitudeIteration.solution_symmetric
-- 'RPAAmplitudeIteration.solution_symmetric' depends on axioms: [propext, Classical.choice, Quot.sound]
#print axioms RPAAmplitudeIteration.single_amplitude_solutions
-- 'RPAAmplitudeIteration.single_amplitude_solutions' depends on axioms: [propext, Classical.choice, Quot.sound]
```
